# The stress of a rigid compensation charge in a potential that follows the cell

## Does a charge that keeps its shape contribute to the stress?

Let $v$ be a continuous potential on the real line, $g$ a $C^1$ charge shape with compact support, and $R$ the site of the charge. For a stretch $t>0$ of the cell, put
$$I(t)=\int v(x/t)\,g(x-tR)\,dx .$$
Then
$$I'(1)=\int v(y)\,\bigl(g(y-R)+(y-R)\,g'(y-R)\bigr)\,dy .$$
The potential follows the cell and the charge moves with its site, but its shape stays rigid. I meet this situation with the compensation charges of the PAW method. I would like to see a careful proof, including the derivative under the integral, and have it checked by a machine. Does it also work in three dimensions?

## The stretch derivative in $d$ dimensions

Yes, it works in any finite dimension $d$. With $I(t)=\int v(x/t)\,g(x-tR)\,dx$ now taken over a $d$-dimensional space,
$$I'(1)=\int v(y)\,\bigl(d\,g(y-R)+(y-R)\cdot\nabla g(y-R)\bigr)\,dy .$$

**Cell coordinates.** Substitute $x=ty$. Then $dx=t^d\,dy$ and $x-tR=t(y-R)$, so
$$I(t)=t^d J(t),\qquad J(t)=\int v(y)\,g(t(y-R))\,dy .$$
Seen from the cell, the potential is fixed and the rigid charge is compressed by the factor $t$.

**Derivative under the integral.** By the chain rule, the integrand of $J$ has the $t$-derivative $v(y)\,(y-R)\cdot\nabla g(t(y-R))$. Let $g$ vanish outside the ball of radius $\rho$ about the origin, and let $|\nabla g|\le C$. For $t>1/2$ this derivative vanishes when $|y-R|>2\rho$, and elsewhere it is at most $C\,|v(y)|\,|y-R|$. That bound is integrable over the fixed ball and does not depend on $t$, so dominated convergence gives
$$J'(1)=\int v(y)\,(y-R)\cdot\nabla g(y-R)\,dy .$$

**Product rule.** At $t=1$ the factor $t^d$ has value $1$ and derivative $d$. Hence $I'(1)=d\,J(1)+J'(1)$, which is the formula.

**Virial form.** On the line, $g(y-R)+(y-R)g'(y-R)$ is the derivative of $(y-R)g(y-R)$. If $v$ is also $C^1$, integration by parts has no boundary terms and gives
$$I'(1)=-\int v'(y)\,(y-R)\,g(y-R)\,dy .$$

**A charge that deforms.** If the charge is $t^{-d}g(x/t-R)$ instead, the substitution $x=ty$ cancels every $t$. The energy is constant and this charge gives no stress.

### A quartic charge in a quadratic potential

Take $d=1$, $R=1$, $v(y)=y^2$, and $g(u)=(1-u^2)^2$ for $|u|\le1$, zero elsewhere. This $g$ is $C^1$. With $u=x-t$,
$$I(t)=\frac1{t^2}\int(u+t)^2g(u)\,du=\frac{16}{105\,t^2}+\frac{16}{15},$$
so $I'(1)=-32/105\approx-0.305$. In the formula, $g+ug'=1-6u^2+5u^4$ on $[-1,1]$, and
$$\int_{-1}^{1}(u+1)^2(1-6u^2+5u^4)\,du=-\frac{32}{105}.$$

### A box charge breaks the formula

Let $v=1$ and let $g$ be $1$ on $[-\tfrac12,\tfrac12]$ and $0$ elsewhere, so that $g$ is no longer $C^1$. Then $I(t)=1$ for all $t>0$ and $I'(1)=0$. Away from the two jumps $g'=0$, so the formula would give $\int g=1$. What is missing is the contribution of the jumps.

### The Lean file

```lean
import Mathlib

open MeasureTheory Metric Topology

namespace RigidChargeStress

noncomputable section

variable {E : Type*} [NormedAddCommGroup E] [NormedSpace ℝ E]

/-- For all stretches `s` above a positive bound `a`, a compactly supported shape, scaled by `s`
about the site `R`, vanishes outside one common ball. -/
theorem vanishes_far {F : Type*} [NormedAddCommGroup F] {h : E → F}
    (hh : HasCompactSupport h) (R : E) {a : ℝ} (ha : 0 < a) :
    ∃ r : ℝ, ∀ s : ℝ, a ≤ s → ∀ y, y ∉ closedBall R r → h (s • (y - R)) = 0 := by
  obtain ⟨ρ, hρ⟩ := hh.isCompact.isBounded.subset_closedBall 0
  refine ⟨ρ / a, fun s hs y hy => ?_⟩
  apply image_eq_zero_of_notMem_tsupport
  intro hmem
  apply hy
  have h1 := hρ hmem
  rw [mem_closedBall_zero_iff, norm_smul, Real.norm_of_nonneg (ha.le.trans hs)] at h1
  rw [mem_closedBall, dist_eq_norm, le_div_iff₀ ha]
  nlinarith [mul_le_mul_of_nonneg_right hs (norm_nonneg (y - R))]

variable [FiniteDimensional ℝ E] [MeasurableSpace E] [BorelSpace E]
  (μ : Measure E) [μ.IsAddHaarMeasure]

/-- Energy of a charge of rigid shape `g` at the site `t R`, in a potential `v` that follows
the cell when all lengths are stretched by `t > 0`. -/
def chargeEnergy (v g : E → ℝ) (R : E) (t : ℝ) : ℝ :=
  ∫ x, v (t⁻¹ • x) * g (x - t • R) ∂μ

/-- The overlap of a continuous potential with a continuous, compactly supported charge
centred at `R` is a convergent integral. -/
theorem integrable_overlap {v g : E → ℝ} (hv : Continuous v) (hg : Continuous g)
    (hc : HasCompactSupport g) (R : E) : Integrable (fun y => v y * g (y - R)) μ := by
  obtain ⟨r, hr⟩ := vanishes_far hc R one_pos
  have hcont : Continuous fun y => v y * g (y - R) := by fun_prop
  refine hcont.integrable_of_hasCompactSupport
    (HasCompactSupport.intro (isCompact_closedBall R r) fun y hy => ?_)
  have h0 := hr 1 le_rfl y hy
  rw [one_smul] at h0
  simp [h0]

/-- In coordinates that follow the cell, the potential is fixed and the rigid charge appears
compressed by the stretch `t > 0`, with the volume factor `t ^ d` in front. -/
theorem chargeEnergy_eq (v g : E → ℝ) (R : E) {t : ℝ} (ht : 0 < t) :
    chargeEnergy μ v g R t =
      t ^ Module.finrank ℝ E * ∫ y, v y * g (t • (y - R)) ∂μ := by
  have hp : 0 < (t ^ Module.finrank ℝ E)⁻¹ := by positivity
  have h := Measure.integral_comp_smul μ (fun x => v (t⁻¹ • x) * g (x - t • R)) t
  rw [abs_of_pos hp] at h
  simp only [inv_smul_smul₀ ht.ne', ← smul_sub, smul_eq_mul] at h
  unfold chargeEnergy
  rw [h, ← mul_assoc, mul_inv_cancel₀ (pow_pos ht _).ne', one_mul]

/-- For a continuous potential and a C¹ charge of compact support, the overlap in cell
coordinates may be differentiated under the integral at any stretch `t > 0`, and the
differentiated integrand is integrable. -/
theorem hasDerivAt_overlap {v g : E → ℝ} (hv : Continuous v) (hg : ContDiff ℝ 1 g)
    (hc : HasCompactSupport g) (R : E) {t : ℝ} (ht : 0 < t) :
    Integrable (fun y => v y * fderiv ℝ g (t • (y - R)) (y - R)) μ ∧
    HasDerivAt (fun s : ℝ => ∫ y, v y * g (s • (y - R)) ∂μ)
      (∫ y, v y * fderiv ℝ g (t • (y - R)) (y - R) ∂μ) t := by
  have hc' : HasCompactSupport (fderiv ℝ g) := hc.fderiv (𝕜 := ℝ)
  have hgc : Continuous g := hg.continuous
  have hg' : Continuous (fderiv ℝ g) := hg.continuous_fderiv (by simp)
  obtain ⟨r, hr⟩ := vanishes_far hc R ht
  obtain ⟨r', hr'⟩ := vanishes_far hc' R (half_pos ht)
  obtain ⟨C, hC⟩ := hg'.bounded_above_of_compact_support hc'
  have hF : ∀ s : ℝ, Continuous fun y => v y * g (s • (y - R)) := fun s => by fun_prop
  have hF' : Continuous fun y => v y * fderiv ℝ g (t • (y - R)) (y - R) :=
    hv.mul ((hg'.comp (by fun_prop)).clm_apply (by fun_prop))
  have hB : Continuous fun y => ‖v y‖ * (C * ‖y - R‖) := by fun_prop
  refine hasDerivAt_integral_of_dominated_loc_of_deriv_le
    (F := fun s y => v y * g (s • (y - R)))
    (F' := fun s y => v y * fderiv ℝ g (s • (y - R)) (y - R))
    (bound := (closedBall R r').indicator fun y => ‖v y‖ * (C * ‖y - R‖))
    (Ioi_mem_nhds (half_lt_self ht))
    (Filter.Eventually.of_forall fun s => (hF s).aestronglyMeasurable)
    ?_ hF'.aestronglyMeasurable ?_ ?_ ?_
  · exact (hF t).integrable_of_hasCompactSupport
      (HasCompactSupport.intro (isCompact_closedBall R r) fun y hy => by
        simp [hr t le_rfl y hy])
  · -- the derivative is bounded on a fixed ball and vanishes outside it
    refine Filter.Eventually.of_forall fun y s hs => ?_
    show ‖v y * fderiv ℝ g (s • (y - R)) (y - R)‖ ≤ _
    by_cases hy : y ∈ closedBall R r'
    · rw [Set.indicator_of_mem hy, norm_mul]
      exact mul_le_mul_of_nonneg_left
        ((fderiv ℝ g (s • (y - R))).le_of_opNorm_le (hC _) _) (norm_nonneg _)
    · rw [Set.indicator_of_notMem hy, hr' s (Set.mem_Ioi.mp hs).le y hy]
      simp
  · exact (integrable_indicator_iff measurableSet_closedBall).2
      (hB.continuousOn.integrableOn_compact (isCompact_closedBall R r'))
  · -- chain rule along the ray from the site `R`
    refine Filter.Eventually.of_forall fun y s _ => ?_
    have hG : HasFDerivAt g (fderiv ℝ g (s • (y - R))) (s • (y - R)) :=
      (hg.differentiable (by simp) _).hasFDerivAt
    have hl : HasDerivAt (fun u : ℝ => u • (y - R)) (y - R) s := by
      simpa using (hasDerivAt_id' s).smul_const (y - R)
    exact (hG.comp_hasDerivAt s hl).const_mul (v y)

/-- Stress of a rigid compensation charge in `d` dimensions: for a continuous potential and a
C¹ charge of compact support, the energy has at `t = 1` the strain derivative
`∫ v(y) (d g(y - R) + (y - R) · ∇g(y - R)) dy`. -/
theorem stress_rigid_charge {v g : E → ℝ} (hv : Continuous v) (hg : ContDiff ℝ 1 g)
    (hc : HasCompactSupport g) (R : E) :
    HasDerivAt (chargeEnergy μ v g R)
      (∫ y, v y * (Module.finrank ℝ E * g (y - R) + fderiv ℝ g (y - R) (y - R)) ∂μ) 1 := by
  obtain ⟨hi, hd⟩ := hasDerivAt_overlap μ hv hg hc R one_pos
  have hi1 := integrable_overlap μ hv hg.continuous hc R
  -- product rule for the volume factor and the overlap
  have hp := (hasDerivAt_pow (Module.finrank ℝ E) (1 : ℝ)).fun_mul hd
  have heq : chargeEnergy μ v g R =ᶠ[𝓝 1] fun t : ℝ =>
      t ^ Module.finrank ℝ E * ∫ y, v y * g (t • (y - R)) ∂μ := by
    filter_upwards [Ioi_mem_nhds (one_pos : (0 : ℝ) < 1)] with t ht
    exact chargeEnergy_eq μ v g R ht
  refine (hp.congr_of_eventuallyEq heq).congr_deriv ?_
  simp only [one_smul, one_pow, mul_one, one_mul] at hi ⊢
  rw [← integral_const_mul, ← integral_add (hi1.const_mul _) hi]
  congr 1
  funext y
  ring

/-- A charge that deforms with the cell and is rescaled to keep its total has the same energy
at every stretch `t > 0`. -/
theorem energy_deforming_charge (v g : E → ℝ) (R : E) {t : ℝ} (ht : 0 < t) :
    ∫ x, v (t⁻¹ • x) * ((t ^ Module.finrank ℝ E)⁻¹ * g (t⁻¹ • x - R)) ∂μ =
      ∫ y, v y * g (y - R) ∂μ := by
  have hp : 0 < (t ^ Module.finrank ℝ E)⁻¹ := by positivity
  have h := Measure.integral_comp_smul μ (fun x => v (t⁻¹ • x) * g (t⁻¹ • x - R)) t
  rw [abs_of_pos hp] at h
  simp only [inv_smul_smul₀ ht.ne', smul_eq_mul] at h
  rw [h, ← integral_const_mul]
  congr 1
  funext x
  ring

/-- On the real line, a continuous potential and a rigid C¹ charge of compact support give
the stress `∫ v(y) (g(y - R) + (y - R) g'(y - R)) dy`. -/
theorem stress_line {v g : ℝ → ℝ} (hv : Continuous v) (hg : ContDiff ℝ 1 g)
    (hc : HasCompactSupport g) (R : ℝ) :
    HasDerivAt (fun t : ℝ => ∫ x, v (x / t) * g (x - t * R))
      (∫ y, v y * (g (y - R) + (y - R) * deriv g (y - R))) 1 := by
  have e : (fun t : ℝ => ∫ x, v (x / t) * g (x - t * R)) = chargeEnergy volume v g R := by
    funext t
    simp only [chargeEnergy, smul_eq_mul, div_eq_inv_mul]
  rw [e]
  refine (stress_rigid_charge volume hv hg hc R).congr_deriv ?_
  congr 1
  funext y
  simp only [fderiv_eq_smul_deriv, Module.finrank_self, Nat.cast_one, one_mul, smul_eq_mul]

/-- Virial form on the real line: if the potential is C¹ as well, the stress of the rigid C¹
charge of compact support is `-∫ v'(y) (y - R) g(y - R) dy`. -/
theorem stress_line_virial {v g : ℝ → ℝ} (hv : ContDiff ℝ 1 v) (hg : ContDiff ℝ 1 g)
    (hc : HasCompactSupport g) (R : ℝ) :
    HasDerivAt (fun t : ℝ => ∫ x, v (x / t) * g (x - t * R))
      (-∫ y, deriv v y * ((y - R) * g (y - R))) 1 := by
  have hvc : Continuous v := hv.continuous
  have hv' : Continuous (deriv v) := hv.continuous_deriv (by simp)
  have hg' : Continuous (deriv g) := hg.continuous_deriv (by simp)
  refine (stress_line hvc hg hc R).congr_deriv ?_
  have i1 := integrable_overlap volume hvc hg.continuous hc R
  have i2 := integrable_overlap volume (v := fun y => v y * (y - R)) (by fun_prop) hg' hc.deriv R
  have i3 := integrable_overlap volume (v := fun y => deriv v y * (y - R)) (by fun_prop)
    hg.continuous hc R
  have i4 := integrable_overlap volume (v := fun y => v y * (y - R)) (by fun_prop)
    hg.continuous hc R
  -- the factor that multiplies `v` in the stress integral is the derivative of `(y - R) g(y - R)`
  have hD : ∀ y, HasDerivAt (fun y => (y - R) * g (y - R))
      (g (y - R) + (y - R) * deriv g (y - R)) y := fun y => by
    have h1 : HasDerivAt (fun y : ℝ => y - R) 1 y := (hasDerivAt_id' y).sub_const R
    have h2 : HasDerivAt (fun y => g (y - R)) (deriv g (y - R)) y :=
      HasDerivAt.comp_sub_const y R (hg.differentiable (by simp) (y - R)).hasDerivAt
    exact (h1.fun_mul h2).congr_deriv (by ring)
  refine integral_mul_deriv_eq_deriv_mul_of_integrable
    (fun y _ => (hv.differentiable (by simp) y).hasDerivAt) (fun y _ => hD y) ?_ ?_ ?_
  · refine (i1.add i2).congr (Filter.Eventually.of_forall fun y => ?_)
    simp only [Pi.mul_apply, Pi.add_apply]
    ring
  · convert i3 using 1
    funext y
    simp only [Pi.mul_apply]
    ring
  · convert i4 using 1
    funext y
    simp only [Pi.mul_apply]
    ring

end

end RigidChargeStress
```

```lean
#print axioms RigidChargeStress.stress_rigid_charge
-- 'RigidChargeStress.stress_rigid_charge' depends on axioms: [propext, Classical.choice, Quot.sound]
#print axioms RigidChargeStress.energy_deforming_charge
-- 'RigidChargeStress.energy_deforming_charge' depends on axioms: [propext, Classical.choice, Quot.sound]
#print axioms RigidChargeStress.stress_line_virial
-- 'RigidChargeStress.stress_line_virial' depends on axioms: [propext, Classical.choice, Quot.sound]
```

### What the theorems say

`E` is a finite-dimensional real normed space, and `Module.finrank ℝ E` is $d$. The measure `μ` is any additive Haar measure, that is, ordinary volume up to a constant factor. `chargeEnergy μ v g R t` is the overlap integral $I(t)$ itself. The term `fderiv ℝ g (y - R) (y - R)` is the derivative of $g$ at $y-R$, applied to the vector $y-R$; in coordinates it is $(y-R)\cdot\nabla g(y-R)$.

`stress_rigid_charge` is the $d$-dimensional formula, and `stress_line` is exactly the one in the question. Both use `HasDerivAt`, so differentiability at $t=1$ is part of the conclusion. `stress_line_virial` assumes in addition that the potential is $C^1$. `energy_deforming_charge` puts no regularity conditions on $v$ and $g$; if the integrals diverge, Lean sets both sides to zero.

"Stress" here means the derivative of the energy with respect to a uniform stretch, without division by the volume. Shear is not treated. The rule $v(x/t)$ is a postulate: the values of the potential are carried along with the cell. A Coulomb potential recomputed in the strained cell would change further. For a PAW code, the result isolates the stress term due to the fixed shape of one compensation charge, in a prescribed potential and under uniform stretch only. A Gaussian compensation charge does not have compact support, so the theorems do not cover it as they stand.

### How Lean carries out the derivation

`vanishes_far` supplies the common ball: for all stretches $s\ge a>0$, the scaled shape vanishes outside radius $\rho/a$ about $R$. `integrable_overlap` uses it to show that $v(y)\,g(y-R)$ is integrable.

`chargeEnergy_eq` is the substitution $x=ty$, taken from Mathlib's `Measure.integral_comp_smul`. `hasDerivAt_overlap` differentiates $J$ at any $t>0$, working on the stretches above $t/2$. Its `bound` is the function $C\,|v(y)|\,|y-R|$, cut off outside a fixed ball by `indicator`; the last bullet is the chain rule.

`stress_rigid_charge` applies the product rule with `fun_mul`. Since $I(t)=t^dJ(t)$ was shown only for $t>0$, the derivative is transferred by `congr_of_eventuallyEq`, which needs equality only near $t=1$. The two integrals are then merged into one.

`stress_line` rewrites the general result for `ℝ`, where $d=1$. In `stress_line_virial`, `hD` is the derivative of $(y-R)g(y-R)$, and `i1` to `i4` provide the integrability that lets Mathlib integrate by parts over the whole line without boundary terms.
